# Tapering a qubit with a symmetry that anticommutes with its Pauli X

## One qubit and the Hadamard gate

Take a single qubit with the Hamiltonian $H = a\,1 + bZ$, where $a$ and $b$ are numbers and $X$, $Z$ are Pauli matrices. It commutes with $Z$. The Hadamard gate $U = (X+Z)/\sqrt2$ is its own inverse and turns $Z$ into $X$, so

$$
UHU = a\,1 + bX = \begin{pmatrix} a & b \\ b & a \end{pmatrix}.
$$

On the eigenvectors $(1,\pm1)/\sqrt2$ of $X$ this matrix acts as the number $a \pm b$. The qubit has been replaced by a sign, and what remains of the Hamiltonian is a $1\times1$ matrix for each sign.

The same steps work on a larger system when $Z$ is replaced by a Hermitian symmetry $t$ with $t^2=1$, and $X$ by the Pauli matrix $X$ on one of its qubits, provided that the two anticommute.

## Where such symmetries come from

When a finite set of fermionic modes is encoded in qubits by the Jordan–Wigner map, the parity of the particle number becomes a product of $Z$ matrices. A Hamiltonian that conserves this parity commutes with that product, and $X$ on any one of the qubits anticommutes with it. For such finite-dimensional Hamiltonians, tapering removes one qubit from a simulation for one symmetry, and a fixed sign records the sector. The results below start from the matrices and do not construct the fermionic encoding.

## The rotation that exchanges the symmetry for a one-qubit operator

Let $s$ and $t$ be Hermitian complex matrices with $s^2=t^2=1$ and $st=-ts$, and put $U=(s+t)/\sqrt2$. Anticommutation removes the cross terms:

$$
(s+t)^2 = s^2 + st + ts + t^2 = 2,\qquad\text{so}\qquad U^2=1 .
$$

$U$ is Hermitian, because it is a real multiple of a sum of Hermitian matrices. Hence $UU^\dagger=U^2=1$, and $U$ is unitary. Next,

$$
Ut = \frac{st+1}{\sqrt2} = sU,\qquad UtU = sU^2 = s .
$$

Multiplying the last equation by $U$ from the left gives $Us=tU$.

Now let $H$ commute with $t$. Then

$$
s(UHU) = U\,tH\,U = U\,Ht\,U = (UHU)s .
$$

Write $p_M(\lambda)=\det(\lambda 1-M)$ for the characteristic polynomial. Since $p_{MN}=p_{NM}$ for square matrices $M$ and $N$, we have $p_{UHU}=p_{UUH}=p_H$. The eigenvalues therefore agree with their algebraic multiplicities.

For a vector $v$ and a number $e$, the relation $sUv=Utv$ shows that $tv=ev$ implies $s(Uv)=e(Uv)$. Conversely, if $s(Uv)=e(Uv)$, then $U(tv)=U(ev)$, and applying $U$ once more gives $tv=ev$.

## Two Hamiltonians without the first qubit

Let $s=X\otimes1$ act on the first qubit, and write matrices in blocks according to that qubit's state. If $M=UHU$ has blocks $A,B$ in its upper row and $C,D$ in its lower row, then $sM=Ms$ reads

$$
\begin{pmatrix} C&D\\A&B\end{pmatrix}=\begin{pmatrix}B&A\\D&C\end{pmatrix},
$$

so $C=B$ and $D=A$. A similarity transformation makes this matrix triangular:

$$
\begin{pmatrix}1&0\\-1&1\end{pmatrix}
\begin{pmatrix}A&B\\B&A\end{pmatrix}
\begin{pmatrix}1&0\\1&1\end{pmatrix}
=\begin{pmatrix}A+B&B\\0&A-B\end{pmatrix}.
$$

The outer matrices are inverse to each other, hence $p_H=p_{A+B}\,p_{A-B}$.

For the states, let $e^2=1$ and let $w$ be a vector of the remaining system. Then

$$
\begin{pmatrix}A&B\\B&A\end{pmatrix}\begin{pmatrix}w\\ew\end{pmatrix}
=\begin{pmatrix}(A+eB)w\\ e(A+eB)w\end{pmatrix},
$$

because $Bw+eAw=e(A+eB)w$. The reduced Hamiltonian of the sector $e$ is $A+eB$. If $w$ has norm one, $(w,ew)/\sqrt2$ is a normalised state for the rotated Hamiltonian $UHU$, and $U$ applied to it gives the corresponding state for $H$.

## Two qubits in numbers

Take $H=X\otimes X+Z\otimes1$, an Ising coupling with a transverse field on the first qubit only. It commutes with $t=Z\otimes Z$, and $s=X\otimes1$ anticommutes with $t$.

The term $X\otimes X$ commutes with both $s$ and $t$, so $U$ leaves it unchanged. The term $Z\otimes1$ commutes with $t$ and anticommutes with $s$, which gives

$$
U(Z\otimes1)U=\tfrac12(Z\otimes1)(t-s)(s+t)=(Z\otimes1)\,ts=X\otimes Z .
$$

Therefore $UHU=X\otimes(X+Z)$, with $A=0$ and $B=X+Z$. The reduced Hamiltonians are $\pm(X+Z)$, and each has the eigenvalues $\pm\sqrt2$. The product of their characteristic polynomials is $(\lambda^2-2)^2$. This agrees with $H^2=2$ and $\operatorname{tr}H=0$, which give $H$ the eigenvalues $\sqrt2$ and $-\sqrt2$, each twice.

The example also exposes a mistake: taking the diagonal block $A$ for the reduced Hamiltonian. Here that would give the zero matrix. The sectors after the rotation are eigenspaces of $X$ on the first qubit, not of $Z$, so the off-diagonal block contributes with the sign $e$.

## How the Lean statements read

`IsTaperPair s t` collects the five relations between $s$ and $t$. Physically, $t$ is a quantity with values $\pm1$, conserved when $H$ commutes with it, and applying the matrix $s$ to a state with one value of $t$ gives a state with the other. The matrices are indexed by an arbitrary finite type `n`; they need not be Pauli strings, and the dimension need not be a power of two.

`taperU s t` is $U$, with the real square root of two converted to a complex number, and `rotated s t H` is $UHU$. Both are defined for any `s` and `t`; the theorems that $U$ is Hermitian, unitary and its own inverse, and that it turns $t$ into $s$, assume `IsTaperPair s t`. The matrix $H$ is not required to be Hermitian. Its only hypothesis is `H * t = t * H`, and equality of spectra is expressed through `charpoly`.

For the removal of a qubit, the index type is `m ⊕ m`: the left copy of `m` belongs to the first qubit in state 0, the right copy to state 1. `firstX m` is $X\otimes1$ in this basis, and `reducedH t H e` is $A+eB$, a matrix on `m` alone. If `m` has one element and `t` is $Z$, this is the opening example.

The theorem `qubit_tapering` states the factorisation of the characteristic polynomial for $e=1$ and $e=-1$. The theorem `rotated_on_sector` describes the action on $(w,ew)$, written `Sum.elim w (e • w)`, and `sector_iff` matches the eigenvalue equations of $t$ and $s$. To follow an eigenstate of $t$ into a reduced problem, one also uses that $(x,y)$ with $(y,x)=e(x,y)$ has $y=ex$, a one-line step that the file leaves to the reader.

The theorems treat one symmetry and one qubit. Tapering several qubits requires a further symmetry of the reduced Hamiltonian at each repetition.

## The complete file

```lean
import Mathlib

open Matrix

namespace QubitTapering

noncomputable section

variable {n m : Type*} [Fintype n] [DecidableEq n] [Fintype m] [DecidableEq m]

/-- Two Hermitian matrices that square to one and anticommute, like two anticommuting
Pauli strings. -/
structure IsTaperPair (s t : Matrix n n ℂ) : Prop where
  s_herm : s.IsHermitian
  t_herm : t.IsHermitian
  s_sq : s * s = 1
  t_sq : t * t = 1
  anti : s * t = -(t * s)

/-- The tapering rotation `U = (s + t) / √2`. -/
def taperU (s t : Matrix n n ℂ) : Matrix n n ℂ :=
  ((Real.sqrt 2 : ℝ) : ℂ)⁻¹ • (s + t)

/-- The rotated Hamiltonian `U H U`. -/
def rotated (s t H : Matrix n n ℂ) : Matrix n n ℂ :=
  taperU s t * H * taperU s t

/-- The Pauli matrix `X` on the first qubit, with the rest of the system indexed by `m`. -/
def firstX (m : Type*) [DecidableEq m] : Matrix (m ⊕ m) (m ⊕ m) ℂ :=
  fromBlocks 0 1 1 0

/-- The reduced Hamiltonian `A + e B` on the system without the first qubit, where `A` and `B`
are the upper blocks of the rotated Hamiltonian. -/
def reducedH (t H : Matrix (m ⊕ m) (m ⊕ m) ℂ) (e : ℂ) : Matrix m m ℂ :=
  (rotated (firstX m) t H).toBlocks₁₁ + e • (rotated (firstX m) t H).toBlocks₁₂

/-- The tapering rotation is its own inverse. -/
theorem taperU_mul_self {s t : Matrix n n ℂ} (h : IsTaperPair s t) :
    taperU s t * taperU s t = 1 := by
  have hc : ((Real.sqrt 2 : ℝ) : ℂ)⁻¹ * ((Real.sqrt 2 : ℝ) : ℂ)⁻¹ = 1 / 2 := by
    rw [← mul_inv, ← Complex.ofReal_mul, Real.mul_self_sqrt (by norm_num)]
    norm_num
  -- the cross terms cancel by anticommutation
  have hsum : (s + t) * (s + t) = (2 : ℂ) • (1 : Matrix n n ℂ) := by
    rw [add_mul, mul_add, mul_add, h.s_sq, h.t_sq, h.anti]
    module
  rw [taperU, smul_mul_smul_comm, hc, hsum, smul_smul]
  norm_num

/-- The tapering rotation is Hermitian and unitary. -/
theorem taperU_hermitian_unitary {s t : Matrix n n ℂ} (h : IsTaperPair s t) :
    (taperU s t).IsHermitian ∧ taperU s t ∈ Matrix.unitaryGroup n ℂ := by
  have hU : (taperU s t).IsHermitian := by
    unfold Matrix.IsHermitian
    rw [taperU, conjTranspose_smul, conjTranspose_add, h.s_herm.eq, h.t_herm.eq,
      star_inv₀, Complex.star_def, Complex.conj_ofReal]
  refine ⟨hU, ?_⟩
  rw [mem_unitaryGroup_iff, star_eq_conjTranspose, hU.eq, taperU_mul_self h]

/-- The rotation intertwines `t` with `s`, and conjugation by it turns `t` into `s`. -/
theorem taperU_conj {s t : Matrix n n ℂ} (h : IsTaperPair s t) :
    taperU s t * t = s * taperU s t ∧ taperU s t * t * taperU s t = s := by
  have h1 : taperU s t * t = s * taperU s t := by
    rw [taperU, smul_mul_assoc, mul_smul_comm, add_mul, mul_add, h.s_sq, h.t_sq, add_comm]
  exact ⟨h1, by rw [h1, mul_assoc, taperU_mul_self h, mul_one]⟩

/-- For a tapering pair `s`, `t`: if `H` commutes with `t`, the rotated Hamiltonian commutes with
`s` and has the same characteristic polynomial as `H`. -/
theorem rotated_commute_isospectral {s t H : Matrix n n ℂ} (h : IsTaperPair s t)
    (hH : H * t = t * H) :
    s * rotated s t H = rotated s t H * s ∧ (rotated s t H).charpoly = H.charpoly := by
  have hUU := taperU_mul_self h
  obtain ⟨hUt, hconj⟩ := taperU_conj h
  unfold rotated
  generalize taperU s t = U at *
  have hUs : U * s = t * U := by
    calc U * s = U * (U * t * U) := by rw [hconj]
      _ = (U * U) * (t * U) := by simp only [mul_assoc]
      _ = t * U := by rw [hUU, one_mul]
  constructor
  · -- move the symmetry through U, H and U in turn
    calc s * (U * H * U) = (s * U) * H * U := by simp only [mul_assoc]
      _ = U * (t * H) * U := by rw [← hUt]; simp only [mul_assoc]
      _ = U * H * (t * U) := by rw [← hH]; simp only [mul_assoc]
      _ = U * H * U * s := by rw [← hUs]; simp only [mul_assoc]
  · rw [Matrix.charpoly_mul_comm, ← mul_assoc, hUU, one_mul]

/-- For a tapering pair `s`, `t`, a vector `v` satisfies `t v = e v` exactly when the rotated vector
satisfies `s (U v) = e (U v)`. -/
theorem sector_iff {s t : Matrix n n ℂ} (h : IsTaperPair s t) (e : ℂ) (v : n → ℂ) :
    t *ᵥ v = e • v ↔ s *ᵥ (taperU s t *ᵥ v) = e • (taperU s t *ᵥ v) := by
  have key : s *ᵥ (taperU s t *ᵥ v) = taperU s t *ᵥ (t *ᵥ v) := by
    rw [mulVec_mulVec, mulVec_mulVec, (taperU_conj h).1]
  have inv : ∀ w, taperU s t *ᵥ (taperU s t *ᵥ w) = w := by
    intro w
    rw [mulVec_mulVec, taperU_mul_self h, one_mulVec]
  constructor
  · intro hv
    rw [key, hv, mulVec_smul]
  · intro hv
    rw [key, ← mulVec_smul] at hv
    rw [← inv (t *ᵥ v), hv, inv]

/-- A matrix that commutes with `X` on the first qubit has equal diagonal blocks and equal
off-diagonal blocks. -/
theorem block_form {M : Matrix (m ⊕ m) (m ⊕ m) ℂ} (h : firstX m * M = M * firstX m) :
    M = fromBlocks M.toBlocks₁₁ M.toBlocks₁₂ M.toBlocks₁₂ M.toBlocks₁₁ := by
  rw [← fromBlocks_toBlocks M, firstX, fromBlocks_multiply, fromBlocks_multiply,
    fromBlocks_inj] at h
  simp only [Matrix.zero_mul, Matrix.one_mul, Matrix.mul_zero, Matrix.mul_one,
    zero_add, add_zero] at h
  obtain ⟨h21, h22, _, _⟩ := h
  calc M = fromBlocks M.toBlocks₁₁ M.toBlocks₁₂ M.toBlocks₂₁ M.toBlocks₂₂ :=
        (fromBlocks_toBlocks M).symm
    _ = _ := by rw [h21, h22]

/-- The characteristic polynomial of a matrix with blocks `A, B, B, A` is the product of those
of `A + B` and `A - B`. -/
theorem charpoly_block (A B : Matrix m m ℂ) :
    (fromBlocks A B B A).charpoly = (A + B).charpoly * (A - B).charpoly := by
  let P : Matrix (m ⊕ m) (m ⊕ m) ℂ := fromBlocks 1 0 1 1
  let Q : Matrix (m ⊕ m) (m ⊕ m) ℂ := fromBlocks 1 0 (-1) 1
  have hP : P * Q = 1 := by simp [P, Q, fromBlocks_multiply]
  -- a similarity transformation makes the matrix block triangular
  have hsim : Q * (fromBlocks A B B A * P) = fromBlocks (A + B) B 0 (A - B) := by
    simp only [P, Q]
    rw [fromBlocks_multiply, fromBlocks_multiply, fromBlocks_inj]
    refine ⟨?_, ?_, ?_, ?_⟩ <;> noncomm_ring
  calc (fromBlocks A B B A).charpoly = (fromBlocks A B B A * P * Q).charpoly := by
        rw [mul_assoc, hP, mul_one]
    _ = (Q * (fromBlocks A B B A * P)).charpoly := Matrix.charpoly_mul_comm _ _
    _ = _ := by rw [hsim, Matrix.charpoly_fromBlocks_zero₂₁]

/-- Qubit tapering: if `X` on the first qubit and `t` form a tapering pair and `H` commutes with
`t`, the characteristic polynomial of `H` is the product of those of the two reduced Hamiltonians,
which act on the system without the first qubit. -/
theorem qubit_tapering {t H : Matrix (m ⊕ m) (m ⊕ m) ℂ} (h : IsTaperPair (firstX m) t)
    (hH : H * t = t * H) :
    H.charpoly = (reducedH t H 1).charpoly * (reducedH t H (-1)).charpoly := by
  obtain ⟨hcomm, hspec⟩ := rotated_commute_isospectral h hH
  rw [← hspec, block_form hcomm, charpoly_block]
  simp only [reducedH, one_smul, neg_smul, sub_eq_add_neg]

/-- Let `X` on the first qubit and `t` form a tapering pair, and let `H` commute with `t`. For `e² =
1`, the rotated Hamiltonian acts on a vector `(w, e w)` by applying the reduced Hamiltonian of that
`e` to `w`. -/
theorem rotated_on_sector {t H : Matrix (m ⊕ m) (m ⊕ m) ℂ} (h : IsTaperPair (firstX m) t)
    (hH : H * t = t * H) {e : ℂ} (he : e * e = 1) (w : m → ℂ) :
    rotated (firstX m) t H *ᵥ Sum.elim w (e • w) =
      Sum.elim (reducedH t H e *ᵥ w) (e • (reducedH t H e *ᵥ w)) := by
  rw [block_form (rotated_commute_isospectral h hH).1, fromBlocks_mulVec]
  simp only [Sum.elim_comp_inl, Sum.elim_comp_inr, reducedH, add_mulVec, smul_mulVec,
    mulVec_smul, smul_add, smul_smul, he, one_smul]
  congr 1
  exact add_comm _ _

/-- On two qubits, `X ⊗ 1` and `Z ⊗ Z` form a tapering pair, and the Ising Hamiltonian
`X ⊗ X + Z ⊗ 1` commutes with `Z ⊗ Z`. -/
theorem taperPair_witness :
    let Z : Matrix (Fin 2) (Fin 2) ℂ := !![1, 0; 0, -1]
    let X : Matrix (Fin 2) (Fin 2) ℂ := !![0, 1; 1, 0]
    IsTaperPair (firstX (Fin 2)) (fromBlocks Z 0 0 (-Z)) ∧
      fromBlocks 1 X X (-1) * fromBlocks Z 0 0 (-Z) =
        fromBlocks Z 0 0 (-Z) * fromBlocks 1 X X (-1) := by
  intro Z X
  refine ⟨⟨?_, ?_, ?_, ?_, ?_⟩, ?_⟩
  · refine IsHermitian.ext ?_
    rintro (i | i) (j | j) <;> fin_cases i <;> fin_cases j <;> simp [firstX]
  · refine IsHermitian.ext ?_
    rintro (i | i) (j | j) <;> fin_cases i <;> fin_cases j <;> simp [Z]
  all_goals
    ext (i | i) (j | j) <;> fin_cases i <;> fin_cases j <;>
      simp [firstX, Z, X, Matrix.mul_apply, Fintype.sum_sum_type, Fin.sum_univ_two,
        Matrix.one_apply]

end

end QubitTapering
```

```lean
#print axioms QubitTapering.taperU_hermitian_unitary
-- 'QubitTapering.taperU_hermitian_unitary' depends on axioms: [propext, Classical.choice, Quot.sound]
#print axioms QubitTapering.sector_iff
-- 'QubitTapering.sector_iff' depends on axioms: [propext, Classical.choice, Quot.sound]
#print axioms QubitTapering.qubit_tapering
-- 'QubitTapering.qubit_tapering' depends on axioms: [propext, Classical.choice, Quot.sound]
#print axioms QubitTapering.rotated_on_sector
-- 'QubitTapering.rotated_on_sector' depends on axioms: [propext, Classical.choice, Quot.sound]
```

## From the algebra to the proof

**The rotation.** `taperU_mul_self` proves $U^2=1$ in two parts: `hc` squares the prefactor to $1/2$, and `hsum` expands $(s+t)^2$, where `h.anti` cancels the cross terms. `taperU_hermitian_unitary` takes the adjoint term by term and then uses $U^2=1$ for unitarity. `taperU_conj` proves $Ut=sU$ by expanding both sides, and obtains $UtU=s$ from it.

**Commutation and spectrum.** In `rotated_commute_isospectral`, the `generalize` step replaces the formula for $U$ by a plain letter, since only $U^2=1$, $Ut=sU$ and $UtU=s$ are needed from there on. The auxiliary relation `hUs` is $Us=tU$. The following `calc` block carries the symmetry through $U$, $H$ and $U$, one factor per line, as in the derivation above. The spectral part is the cyclic property `Matrix.charpoly_mul_comm` followed by $U^2=1$.

**Sectors.** In `sector_iff`, `key` is the identity $sUv=Utv$ and `inv` says that applying $U$ twice returns the vector. The forward direction needs only `key`; the converse uses `inv` to remove $U$ from both sides.

**Blocks.** `block_form` multiplies out both sides of the commutation relation and compares blocks. Two of the four resulting equations, $C=B$ and $D=A$, suffice. In `charpoly_block`, `P` and `Q` are the right and left triangular matrices of the similarity transformation, and `hsim` is the displayed triangular form, checked block by block with `noncomm_ring`, which respects the order of $A$ and $B$. Cyclicity together with `hP`, which says $PQ=1$, then removes `P` and `Q`, and Mathlib's lemma for block triangular matrices gives the product.

**Tapering.** `qubit_tapering` chains these results: it replaces $H$ by $UHU$, puts that matrix in block form and factorises. `rotated_on_sector` uses the same block form and multiplies it into $(w,ew)$; the hypothesis `he` turns $e^2$ into 1 in the lower component.

**The two-qubit example.** `taperPair_witness` checks, entry by entry, that $X\otimes1$ and $Z\otimes Z$ satisfy all five relations and that $X\otimes X+Z\otimes1$ commutes with $Z\otimes Z$. The general theorems therefore apply to the Hamiltonian worked out above.
